# Approaching an off-centre charge along its ray, the multipole order for a fixed relative error below one grows as the inverse distance

Place a unit charge at distance $R>0$ from an expansion centre and a field point at distance $a$ on the same ray, with $0\le a<R$, in units where a unit charge has potential one over the distance. The potential at the field point is then $1/(R-a)$, its multipole expansion truncated at order $L$ keeps the terms $l=0,\dots,L$, and the relative error is the absolute error divided by the exact potential.

```lean
import Mathlib

open Filter Topology

namespace OneCentreExpansion

noncomputable section

/-- Coulomb potential at distance `a` from the expansion centre, due to a unit charge at
distance `R` on the same ray, for `a < R`. -/
def coulomb (a R : ℝ) : ℝ := 1 / (R - a)

/-- One-centre multipole expansion of that potential, kept up to order `L`, for `R ≠ 0`. -/
def multipoleSum (L : ℕ) (a R : ℝ) : ℝ :=
  ∑ l ∈ Finset.range (L + 1), a ^ l / R ^ (l + 1)

/-- Relative error of the expansion truncated at order `L`, for `0 ≤ a < R`. -/
def relError (L : ℕ) (a R : ℝ) : ℝ :=
  |coulomb a R - multipoleSum L a R| / |coulomb a R|

/-- The least order at which the relative truncation error is at most `ε`,
for `0 ≤ a < R` and `ε > 0`. -/
def cutoff (ε a R : ℝ) : ℕ := sInf {L : ℕ | relError L a R ≤ ε}

/-- The remainder of the truncated expansion is the exact potential times `(a/R)^(L+1)`,
provided `R ≠ 0` and `a ≠ R`. -/
theorem multipole_remainder (L : ℕ) {a R : ℝ} (hR : R ≠ 0) (h : a ≠ R) :
    coulomb a R - multipoleSum L a R = (a / R) ^ (L + 1) * coulomb a R := by
  have hne : R - a ≠ 0 := sub_ne_zero.2 h.symm
  have e1 : 1 - a / R = (R - a) / R := by rw [sub_div, div_self hR]
  -- multiplied by the distance, the expansion is a geometric sum in a/R
  have key : (R - a) * multipoleSum L a R = 1 - (a / R) ^ (L + 1) := by
    rw [← mul_neg_geom_sum, multipoleSum, Finset.mul_sum, Finset.mul_sum]
    refine Finset.sum_congr rfl fun l _ => ?_
    rw [e1, div_pow, pow_succ, div_mul_div_comm, mul_comm R (R ^ l), mul_div_assoc]
  have hS : multipoleSum L a R = (1 - (a / R) ^ (L + 1)) / (R - a) :=
    (eq_div_iff hne).2 (by rw [mul_comm]; exact key)
  rw [hS, coulomb]
  ring

/-- For `0 ≤ a < R` the relative truncation error at order `L` is exactly `(a/R)^(L+1)`. -/
theorem relError_eq (L : ℕ) {a R : ℝ} (ha : 0 ≤ a) (h : a < R) :
    relError L a R = (a / R) ^ (L + 1) := by
  have hR : 0 < R := lt_of_le_of_lt ha h
  have hc : |coulomb a R| ≠ 0 :=
    abs_ne_zero.2 (one_div_ne_zero (sub_pos.2 h).ne')
  rw [relError, multipole_remainder L hR.ne' h.ne, abs_mul, mul_div_assoc, div_self hc,
    mul_one, abs_of_nonneg (pow_nonneg (div_nonneg ha hR.le) _)]

/-- For `0 ≤ a < R` and `ε > 0` the cutoff order meets the tolerance `ε`, and every smaller
order misses it. -/
theorem cutoff_spec {ε a R : ℝ} (hε : 0 < ε) (ha : 0 ≤ a) (h : a < R) :
    relError (cutoff ε a R) a R ≤ ε ∧ ∀ L < cutoff ε a R, ε < relError L a R := by
  have hR : 0 < R := lt_of_le_of_lt ha h
  have ht0 : 0 ≤ a / R := div_nonneg ha hR.le
  have ht1 : a / R < 1 := (div_lt_one hR).2 h
  have hne : {L : ℕ | relError L a R ≤ ε}.Nonempty := by
    obtain ⟨n, hn⟩ := exists_pow_lt_of_lt_one hε ht1
    refine ⟨n, ?_⟩
    change relError n a R ≤ ε
    rw [relError_eq n ha h]
    exact (pow_le_pow_of_le_one ht0 ht1.le (Nat.le_succ n)).trans hn.le
  exact ⟨Nat.sInf_mem hne, fun L hL => not_le.1 fun hle => Nat.notMem_of_lt_sInf hL hle⟩

/-- Bounds on the cutoff order at any distance `0 < a < R`, for a tolerance `0 < ε < 1`:
`(1 - a/R) L` lies between `(a/R) ln(1/ε) - (1 - a/R)` and `ln(1/ε)`. -/
theorem cutoff_bounds {ε a R : ℝ} (hε : 0 < ε) (hε1 : ε < 1) (ha : 0 < a) (h : a < R) :
    a / R * Real.log (1 / ε) - (1 - a / R) ≤ (1 - a / R) * (cutoff ε a R : ℝ) ∧
      (1 - a / R) * (cutoff ε a R : ℝ) ≤ Real.log (1 / ε) := by
  obtain ⟨hmeet, hmiss⟩ := cutoff_spec hε ha.le h
  have ht : 0 < a / R := div_pos ha (ha.trans h)
  rw [relError_eq _ ha.le h] at hmeet
  rw [one_div, Real.log_inv]
  generalize cutoff ε a R = L at hmeet hmiss ⊢
  constructor
  · -- the cutoff order suffices; use 1 - 1/t ≤ ln t
    have h1 := Real.log_le_log (pow_pos ht _) hmeet
    rw [Real.log_pow] at h1
    push_cast at h1
    have h2 := mul_le_mul_of_nonneg_left (Real.one_sub_inv_le_log_of_pos ht) ht.le
    rw [mul_sub, mul_one, mul_inv_cancel₀ ht.ne'] at h2
    have h3 := mul_le_mul_of_nonneg_left h1 ht.le
    have hL : (0 : ℝ) ≤ (L : ℝ) + 1 := by positivity
    have h4 := mul_le_mul_of_nonneg_left h2 hL
    nlinarith [h3, h4]
  · -- one order less does not suffice; use ln t ≤ t - 1
    cases L with
    | zero =>
      have := Real.log_neg hε hε1
      simp only [Nat.cast_zero, mul_zero]
      linarith
    | succ k =>
      have h1 := hmiss k (Nat.lt_succ_self k)
      rw [relError_eq _ ha.le h] at h1
      have h2 := Real.log_le_log hε h1.le
      rw [Real.log_pow] at h2
      have hk : (0 : ℝ) ≤ ((k + 1 : ℕ) : ℝ) := Nat.cast_nonneg _
      have h3 := mul_le_mul_of_nonneg_left (Real.log_le_sub_one_of_pos ht) hk
      nlinarith [h2, h3]

/-- As the field point approaches the off-centre charge from inside, the order `L` needed for
a fixed relative error `0 < ε < 1` obeys `(1 - a/R) L → ln(1/ε)`. -/
theorem cutoff_asymptotics {ε R : ℝ} (hε : 0 < ε) (hε1 : ε < 1) (hR : 0 < R) :
    Tendsto (fun a => (1 - a / R) * (cutoff ε a R : ℝ)) (𝓝[<] R)
      (𝓝 (Real.log (1 / ε))) := by
  have hc : Continuous fun a : ℝ => a / R * Real.log (1 / ε) - (1 - a / R) := by fun_prop
  have hv : R / R * Real.log (1 / ε) - (1 - R / R) = Real.log (1 / ε) := by
    rw [div_self hR.ne']
    ring
  have hlow := (hc.tendsto' R _ hv).mono_left (nhdsWithin_le_nhds (s := Set.Iio R))
  -- squeeze between the two explicit bounds
  refine tendsto_of_tendsto_of_tendsto_of_le_of_le' hlow tendsto_const_nhds ?_ ?_
  · filter_upwards [Ioo_mem_nhdsLT hR] with a ha
    exact (cutoff_bounds hε hε1 ha.1 ha.2).1
  · filter_upwards [Ioo_mem_nhdsLT hR] with a ha
    exact (cutoff_bounds hε hε1 ha.1 ha.2).2

/-- At any fixed order `L` the relative truncation error tends to one as the field point
approaches the off-centre charge from inside. -/
theorem relError_tendsto_one (L : ℕ) {R : ℝ} (hR : 0 < R) :
    Tendsto (fun a => relError L a R) (𝓝[<] R) (𝓝 1) := by
  have hc : Continuous fun a : ℝ => (a / R) ^ (L + 1) := by fun_prop
  have hv : (R / R) ^ (L + 1) = 1 := by rw [div_self hR.ne', one_pow]
  have hlim := (hc.tendsto' R _ hv).mono_left (nhdsWithin_le_nhds (s := Set.Iio R))
  refine hlim.congr' ?_
  filter_upwards [Ioo_mem_nhdsLT hR] with a ha
  exact (relError_eq L ha.1.le ha.2).symm

/-- For a fixed tolerance `0 < ε < 1` the required order grows without bound as the field
point approaches the off-centre charge from inside. -/
theorem cutoff_tendsto_atTop {ε R : ℝ} (hε : 0 < ε) (hε1 : ε < 1) (hR : 0 < R) :
    Tendsto (fun a => cutoff ε a R) (𝓝[<] R) atTop := by
  refine tendsto_atTop.2 fun N => ?_
  filter_upwards [Ioo_mem_nhdsLT hR,
    (relError_tendsto_one N hR).eventually_const_lt hε1] with a ha hN
  by_contra hlt
  -- a cutoff below N would make order N accurate as well
  have hmeet := (cutoff_spec hε ha.1.le ha.2).1
  rw [relError_eq _ ha.1.le ha.2] at hmeet hN
  have hle : cutoff ε a R + 1 ≤ N + 1 := by omega
  have hpow := pow_le_pow_of_le_one (div_nonneg ha.1.le hR.le)
    ((div_lt_one hR).2 ha.2).le hle
  linarith

end

end OneCentreExpansion
```

```lean
#print axioms OneCentreExpansion.cutoff_asymptotics
#print axioms OneCentreExpansion.relError_tendsto_one
#print axioms OneCentreExpansion.cutoff_tendsto_atTop
```

```
'OneCentreExpansion.cutoff_asymptotics' depends on axioms: [propext, Classical.choice, Quot.sound]
'OneCentreExpansion.relError_tendsto_one' depends on axioms: [propext, Classical.choice, Quot.sound]
'OneCentreExpansion.cutoff_tendsto_atTop' depends on axioms: [propext, Classical.choice, Quot.sound]
```

## Potential, truncated sum and required order

The multipole expansion of the inverse distance between two points contains the Legendre polynomials $P_l(\cos\gamma)$, where $\gamma$ is the angle between the two points as seen from the centre. On a common ray $\gamma=0$ and $P_l(1)=1$, so the truncated expansion is

$$S_L(a)=\sum_{l=0}^{L}\frac{a^l}{R^{l+1}} .$$

This is `multipoleSum L a R`; the range `Finset.range (L + 1)` runs from $0$ to $L$. The exact potential is `coulomb a R`, and `relError L a R` is built from these two quantities, so its power law is a theorem and not a definition. A nuclear charge $Z$ in place of the unit charge would multiply both quantities and drop out of the relative error.

For a tolerance $\varepsilon$, write $L_\varepsilon(a)$ for the least order whose relative error is at most $\varepsilon$. In Lean this is `cutoff ε a R`, the infimum of a set of natural numbers. Lean gives the empty set the infimum $0$, so the definition has its intended meaning only once some order is known to suffice; `cutoff_spec` proves this for $\varepsilon>0$ and $0\le a<R$.

The main theorem, `cutoff_asymptotics`, says that for $0<\varepsilon<1$ and $R>0$

$$\Bigl(1-\frac aR\Bigr)L_\varepsilon(a)\;\longrightarrow\;\ln\frac1\varepsilon\qquad\text{as } a\to R \text{ from below.}$$

The filter `𝓝[<] R` expresses the one-sided approach. Since $1-a/R=(R-a)/R$, the required order behaves like $R\ln(1/\varepsilon)/(R-a)$: halving a small distance to the charge roughly doubles it. For $\varepsilon>1$ the limit would fail, because order $0$ always suffices and the left side is zero while $\ln(1/\varepsilon)$ is negative.

For one-centre expansions in electronic structure, this gives the leading growth of the order needed to represent the potential of an off-centre point nucleus to a fixed relative error at a single field point, when that point lies on the ray from the centre to the nucleus and approaches the nucleus from the side of the centre. It makes no statement about other directions, or about the convergence of wavefunctions and energies.

## The remainder is a power of the distance ratio

Let $t=a/R$. Multiplying one term of the expansion by the distance $R-a$ gives

$$(R-a)\frac{a^l}{R^{l+1}}=(1-t)\,t^l .$$

Summing over $l$ and telescoping,

$$(R-a)S_L(a)=(1-t)\sum_{l=0}^{L}t^l=1-t^{L+1}.$$

Division by $R-a$ yields

$$\frac1{R-a}-S_L(a)=t^{L+1}\,\frac1{R-a}.$$

This is `multipole_remainder`. The step `key` is the telescoped identity: `mul_neg_geom_sum` supplies the geometric sum, and `Finset.sum_congr` reduces the comparison to single terms. As an algebraic identity it needs only $R\ne0$ and $a\ne R$, but its reading as a statement about the potential requires $a<R$: for $a>R$ the expression $1/(R-a)$ is negative and is not the potential of the unit charge.

For $0\le a<R$ the potential is positive and $t\ge0$. Taking absolute values and dividing by the potential gives the relative error $t^{L+1}$, which is `relError_eq`.

Because $0\le t<1$, some power satisfies $t^n<\varepsilon$, and then $t^{n+1}\le t^n<\varepsilon$, so order $n$ suffices. The set of sufficient orders is therefore nonempty and contains its infimum, while every smaller order lies outside it. These are the two halves of `cutoff_spec`.

## Two logarithm inequalities bound the order

Now let $0<a<R$ and $0<\varepsilon<1$, and abbreviate $L=L_\varepsilon(a)$. The theorem `cutoff_bounds` states that

$$t\ln\frac1\varepsilon-(1-t)\;\le\;(1-t)L\;\le\;\ln\frac1\varepsilon .$$

**Lower bound.** Order $L$ meets the tolerance, so $t^{L+1}\le\varepsilon$ and $(L+1)\ln t\le\ln\varepsilon$. The inequality $1-1/t\le\ln t$, multiplied by $t$, reads $-(1-t)\le t\ln t$. Hence

$$-(L+1)(1-t)\le(L+1)\,t\ln t\le t\ln\varepsilon .$$

Changing signs gives $(1-t)(L+1)\ge t\ln(1/\varepsilon)$, and subtracting $1-t$ gives the bound.

**Upper bound.** If $L=0$, the claim is $0\le\ln(1/\varepsilon)$, which holds because $\varepsilon<1$. If $L=k+1$, order $k$ misses the tolerance, so $\varepsilon<t^{k+1}=t^L$. With $\ln t\le t-1$,

$$\ln\varepsilon\le L\ln t\le -L(1-t),$$

which rearranges to the bound.

The Lean proof takes both facts about the cutoff from `cutoff_spec` and then uses `generalize` to replace the cutoff by a natural number `L`, on which `cases` can split. The logarithm inequalities are `Real.one_sub_inv_le_log_of_pos` and `Real.log_le_sub_one_of_pos`, and `nlinarith` combines the resulting products.

## The limit, and what happens at fixed order

As $a\to R$ from below, $t\to1$, so the lower bound tends to $\ln(1/\varepsilon)$; the upper bound already equals it. The squeeze theorem gives the limit. In `cutoff_asymptotics`, `hlow` is the limit of the lower bound, obtained from continuity, and `Ioo_mem_nhdsLT` ensures that points sufficiently close to $R$ from below satisfy $0<a<R$, where the bounds apply.

At a fixed order the relative error $t^{L+1}$ tends to $1$, which is `relError_tendsto_one`. Physically, the truncated sum approaches the finite value $(L+1)/R$ while the exact potential diverges, so the fraction of the potential that is missed tends to one.

It follows that the required order grows without bound, as stated by `cutoff_tendsto_atTop`. Given any $N$, the error at order $N$ exceeds $\varepsilon$ once $a$ is close enough to $R$. If $L_\varepsilon(a)$ were below $N$, then $t^{N+1}\le t^{L_\varepsilon(a)+1}\le\varepsilon$, a contradiction. The Lean proof follows this argument, with `by_contra` introducing the assumption to be refuted.

## Ten per cent error at nine tenths of the radius

Take $R=10$, $a=9$ and $\varepsilon=0.1$, so that $t=0.9$ and the exact potential is $1$. The powers on either side of the tolerance are

$$0.9^{21}\approx0.1094,\qquad 0.9^{22}\approx0.0985 .$$

The condition $t^{L+1}\le0.1$ first holds at $L+1=22$, so the required order is $L=21$. The truncated sum is then about $0.9015$ instead of $1$. Here $(1-t)L=2.1$, which lies between the bounds $0.9\ln10-0.1\approx1.972$ and $\ln10\approx2.303$.

Moving the field point to $a=9.9$ gives $t=0.99$. Since $\ln10/(-\ln0.99)\approx229.1$, the least exponent is $230$ and the required order is $229$. The product is now $2.29$, closer to its limit $\ln10$; a tenfold reduction in distance has raised the order from $21$ to $229$.
